# Scaling the coordinates of a wavefunction by s multiplies its kinetic energy by s² and a degree −1 potential energy by s

## Where does the factor $s^{3N}$ go when an atom is compressed?

Let $\psi(x)$ be the spatial wavefunction of an $N$-electron atom, with all $d=3N$ coordinates collected in $x$ and the nucleus at the origin. For $s>0$ let $\psi_s(x)=s^{d/2}\psi(sx)$, which for $s>1$ is the same function compressed towards the nucleus. I have read that the kinetic energy then grows as $s^2$ and the Coulomb energy as $s$. But $|\psi_s|^2$ carries a factor $s^{3N}$, which is $s^{30}$ for neon. Why does no trace of the dimension survive in the energies? And does the rule still hold for a nucleus clamped away from the origin?

## The volume element absorbs it

Use atomic units and write

$$N_\psi=\int|\psi|^2,\qquad K=\int|\nabla\psi|^2,\qquad U=\int V|\psi|^2 .$$

Here $|\nabla\psi|^2=\sum_i|\partial_i\psi|^2$, the kinetic energy is $T=K/2$, and $U$ is the whole potential energy. The potential $V$ is real and homogeneous of degree $-1$: $V(sx)=V(x)/s$ for $s>0$ and $x\neq0$. The wavefunction is continuously differentiable with compact support, and $V|\psi|^2$ is integrable.

The density of the scaled function is
$$|\psi_s(x)|^2=s^d|\psi(sx)|^2 .$$
Substitute $y=sx$, so that $dy=s^d\,dx$. The factor $s^d$ is used up by the volume element, and the norm integral remains $N_\psi$.

For the gradient, the chain rule gives one extra factor $s$ in each partial derivative:
$$\partial_i\psi_s(x)=s^{d/2}\,s\,(\partial_i\psi)(sx),\qquad |\nabla\psi_s(x)|^2=s^2\,s^d\,|\nabla\psi|^2(sx).$$
The same substitution turns the integral into $s^2K$.

For the potential, homogeneity reads $V(x)=s\,V(sx)$ away from the origin, hence
$$V(x)|\psi_s(x)|^2=s\,s^d\,V(sx)|\psi(sx)|^2 ,$$
which integrates to $sU$. The origin is a single point and contributes nothing when $d\ge1$. So the dimension cancels in all three integrals, for neon as for hydrogen.

## One parabola gives the virial relation and the best scale

Along the family of scaled copies the energy is
$$E(s)=\tfrac12 s^2K+sU .$$
If no scaled copy has lower energy than $\psi$ itself, $E$ has a minimum at $s=1$. Then $E'(1)=K+U=0$, which is $2T+U=0$.

If $K>0$ and $U<0$, complete the square:
$$E(s)=\frac{(sK+U)^2}{2K}-\frac{U^2}{2K}.$$
The minimum $-U^2/(2K)$ is reached at $s=-U/K>0$. These integrals are not divided by the norm. For unnormalised $\psi$ the energy expectation value at the optimum is $-U^2/(2KN_\psi)$, at the same $s$.

In variational calculations on atoms this fixes the overall length scale of a trial function without a numerical search, here for a single fixed $\psi$ of the regularity stated above.

## A nucleus away from the origin breaks the potential law

The answer to your second question is no. Take one electron in $\mathbb R^3$ and $V(x)=-1/|x-R|$ with $R\neq0$. Choose a nonzero $\psi$ with spherically symmetric density about the origin, supported inside a ball of radius smaller than $|R|$. By Newton's shell theorem, which I take from electrostatics and not from the code below, the potential energy is $-N_\psi/|R|$. For $s>1$ the scaled density is still spherical and lies even closer to the origin, so its potential energy is again $-N_\psi/|R|$, not $s$ times that. Without homogeneity of degree $-1$, the linear law can therefore fail. The norm and gradient laws do not involve $V$ and are unaffected.

## What the Lean statements say

`Space d` is $\mathbb R^d$ with its Euclidean norm, and `scaled s ψ` is $\psi_s$. In `gradSq`, the derivative `fderiv ℝ ψ x` is applied to each coordinate unit vector, which gives the partial derivatives of a complex function of real variables. `gradIntegral ψ` is $K$, twice the kinetic energy. Despite its name, `potential V ψ` is the potential energy $U$; the potential itself is `V`. `energy V ψ` is $K/2+U$.

`HomogeneousNegOne V` is the homogeneity condition away from the origin. The theorem `coulomb_homogeneous_witness` establishes it for finite sums $\sum_k q_k/|L_kx|$ with linear maps $L_k$ into $\mathbb R^3$. Electron–nucleus vectors $r_i$ and electron–electron vectors $r_i-r_j$ are of this kind, so the potential of an atom with its nucleus at the origin qualifies. Lean's convention $q/0=0$ gives such a term the value zero where its charges coincide.

The main theorem, `coordinate_scaling`, assumes $d\ge1$ through `[NeZero d]`, $s>0$, a $C^1$ wavefunction with compact support, homogeneity, and integrability of $V|\psi|^2$. It concludes that the norm integral is unchanged, that both scaled energy integrands are integrable, and that their integrals are $s^2K$ and $sU$. Measurability of $V$ is not a separate assumption. Integrability of $V|\psi|^2$ is assumed even for Coulomb sums, and it is a real restriction: in one dimension $|\psi|^2/|x|$ is not integrable if $\psi(0)\ne0$. For an atom in three dimensions it holds for every $\psi$ of the stated regularity, because $1/r$ is locally integrable in $\mathbb R^3$; the code does not prove this.

`virial` compares $\psi$ only with its own scaled copies, so $\psi$ need not be a ground state. `optimal_scaling` gives the best scale and the lowest energy within that family.

The assumptions on $\psi$ leave out the exact bound states of an atom. These do not have compact support, and many of them also have cusps where charges meet: the hydrogen function $e^{-r}$ is not $C^1$ at the nucleus. Extending the results to such states takes a further argument, which is not given here. Spin, the motion of the nucleus and relativistic effects are also left out.

```lean
import Mathlib

open MeasureTheory Topology

namespace CoordinateScaling

noncomputable section

/-- The configuration space `R^d` with its Euclidean norm. -/
abbrev Space (d : ℕ) := EuclideanSpace ℝ (Fin d)

variable {d : ℕ} {s : ℝ} {ψ : Space d → ℂ} {V : Space d → ℝ}

/-- The scaled wavefunction `ψ_s(x) = s^(d/2) ψ(s x)`, for `s > 0`. -/
def scaled (s : ℝ) (ψ : Space d → ℂ) (x : Space d) : ℂ :=
  ((s ^ ((d : ℝ) / 2) : ℝ) : ℂ) * ψ (s • x)

/-- The squared gradient `|∇ψ|²`, the sum of the squared moduli of the partial derivatives. -/
def gradSq (ψ : Space d → ℂ) (x : Space d) : ℝ :=
  ∑ i, ‖fderiv ℝ ψ x (EuclideanSpace.single i 1)‖ ^ 2

/-- The integral of `|∇ψ|²`. -/
def gradIntegral (ψ : Space d → ℂ) : ℝ := ∫ x, gradSq ψ x

/-- The potential energy, the integral of `V |ψ|²`. -/
def potential (V : Space d → ℝ) (ψ : Space d → ℂ) : ℝ := ∫ x, V x * ‖ψ x‖ ^ 2

/-- The energy in atomic units: half the integral of `|∇ψ|²` plus the potential energy. -/
def energy (V : Space d → ℝ) (ψ : Space d → ℂ) : ℝ := gradIntegral ψ / 2 + potential V ψ

/-- `V` is homogeneous of degree `-1` away from the origin. -/
def HomogeneousNegOne (V : Space d → ℝ) : Prop :=
  ∀ s : ℝ, 0 < s → ∀ x : Space d, x ≠ 0 → V (s • x) = s⁻¹ * V x

/-- A finite sum of Coulomb terms `q_k / |L_k x|` is homogeneous of degree `-1`, where each
separation `L_k x` is linear in the coordinates and terms of zero separation count as zero. -/
theorem coulomb_homogeneous_witness {m : ℕ} (q : Fin m → ℝ) (L : Fin m → Space d →ₗ[ℝ] Space 3) :
    HomogeneousNegOne (fun x => ∑ k, q k / ‖L k x‖) := by
  intro s hs x _
  simp only [map_smul, norm_smul, Real.norm_eq_abs, abs_of_pos hs, Finset.mul_sum]
  refine Finset.sum_congr rfl fun k _ => ?_
  rw [div_eq_mul_inv, div_eq_mul_inv, mul_inv]
  ring

/-- For `s > 0` the density of the scaled wavefunction is `s^d |ψ(s x)|²`. -/
theorem density_scaled (hs : 0 < s) (ψ : Space d → ℂ) (x : Space d) :
    ‖scaled s ψ x‖ ^ 2 = s ^ d * ‖ψ (s • x)‖ ^ 2 := by
  have hp : (s ^ ((d : ℝ) / 2)) ^ 2 = s ^ d := by
    rw [sq, ← Real.rpow_add hs, add_halves, Real.rpow_natCast]
  rw [scaled, norm_mul, mul_pow, Complex.norm_real, Real.norm_eq_abs, sq_abs, hp]

/-- For `s > 0` and differentiable `ψ`, the squared gradient of the scaled wavefunction is
`s² s^d |∇ψ|²` taken at `s x`. -/
theorem gradSq_scaled (hs : 0 < s) (hψ : Differentiable ℝ ψ) (x : Space d) :
    gradSq (scaled s ψ) x = s ^ 2 * (s ^ d * gradSq ψ (s • x)) := by
  have hp : (s ^ ((d : ℝ) / 2)) ^ 2 = s ^ d := by
    rw [sq, ← Real.rpow_add hs, add_halves, Real.rpow_natCast]
  -- chain rule for the dilation
  have h1 : HasFDerivAt (fun y : Space d => s • y)
      (s • ContinuousLinearMap.id ℝ (Space d)) x := (hasFDerivAt_id x).const_smul s
  have h2 : HasFDerivAt (scaled s ψ) (((s ^ ((d : ℝ) / 2) : ℝ) : ℂ) •
      ((fderiv ℝ ψ (s • x)).comp (s • ContinuousLinearMap.id ℝ (Space d)))) x :=
    ((hψ (s • x)).hasFDerivAt.comp x h1).const_mul _
  have key : ∀ v, fderiv ℝ (scaled s ψ) x v =
      ((s ^ ((d : ℝ) / 2) : ℝ) : ℂ) * ((s : ℂ) * fderiv ℝ ψ (s • x) v) := by
    intro v
    rw [h2.fderiv]
    simp
  simp only [gradSq, Finset.mul_sum]
  refine Finset.sum_congr rfl fun i _ => ?_
  simp only [key, norm_mul, Complex.norm_real, Real.norm_eq_abs, mul_pow, sq_abs, hp]
  ring

/-- Change of variables: for `s > 0` and integrable `f`, the function `s^d f(s x)` is integrable
and has the same integral as `f`. -/
theorem integral_dilated (hs : 0 < s) {f : Space d → ℝ} (hf : Integrable f) :
    Integrable (fun x => s ^ d * f (s • x)) ∧ ∫ x, s ^ d * f (s • x) = ∫ x, f x := by
  refine ⟨(hf.comp_smul hs.ne').const_mul _, ?_⟩
  have hpos : 0 < s ^ d := pow_pos hs d
  rw [integral_const_mul, Measure.integral_comp_smul, finrank_euclideanSpace_fin,
    abs_of_pos (inv_pos.mpr hpos), smul_eq_mul, ← mul_assoc, mul_inv_cancel₀ hpos.ne', one_mul]

/-- For C¹ `ψ` with compact support, the density `|ψ|²` and the squared gradient `|∇ψ|²` are
integrable. -/
theorem integrable_densities (hψ : ContDiff ℝ 1 ψ) (hc : HasCompactSupport ψ) :
    Integrable (fun x => ‖ψ x‖ ^ 2) ∧ Integrable (gradSq ψ) := by
  have hD : Continuous (fderiv ℝ ψ) := hψ.continuous_fderiv (by simp)
  have hDc : HasCompactSupport (fderiv ℝ ψ) := hc.fderiv (𝕜 := ℝ)
  -- both functions are continuous and vanish where `ψ` or its derivative does
  have c1 : Continuous (fun x => ‖ψ x‖ ^ 2) := hψ.continuous.norm.pow 2
  have c2 : Continuous (gradSq ψ) := by
    unfold gradSq
    refine continuous_finsetSum _ fun i _ => ?_
    exact (hD.clm_apply continuous_const).norm.pow 2
  have s1 : HasCompactSupport (fun x => ‖ψ x‖ ^ 2) := by
    refine hc.mono fun x hx => ?_
    rw [Function.mem_support] at hx ⊢
    intro h0
    exact hx (by simp [h0])
  have s2 : HasCompactSupport (gradSq ψ) := by
    refine hDc.mono fun x hx => ?_
    rw [Function.mem_support] at hx ⊢
    intro h0
    exact hx (by simp [gradSq, h0])
  exact ⟨c1.integrable_of_hasCompactSupport s1, c2.integrable_of_hasCompactSupport s2⟩

/-- Coordinate scaling in `R^d`, `d ≥ 1`: let `ψ` be C¹ with compact support, `V` homogeneous of
degree `-1` and `V |ψ|²` integrable. For `s > 0` the norm is unchanged, and the integrals of
`|∇ψ_s|²` and `V |ψ_s|²` converge and scale as `s²` and `s`. -/
theorem coordinate_scaling [NeZero d] (hs : 0 < s) (hψ : ContDiff ℝ 1 ψ)
    (hc : HasCompactSupport ψ) (hV : HomogeneousNegOne V)
    (hint : Integrable (fun x => V x * ‖ψ x‖ ^ 2)) :
    (∫ x, ‖scaled s ψ x‖ ^ 2 = ∫ x, ‖ψ x‖ ^ 2) ∧
    (Integrable (gradSq (scaled s ψ)) ∧
      gradIntegral (scaled s ψ) = s ^ 2 * gradIntegral ψ) ∧
    (Integrable (fun x => V x * ‖scaled s ψ x‖ ^ 2) ∧
      potential V (scaled s ψ) = s * potential V ψ) := by
  have hdiff : Differentiable ℝ ψ := hψ.differentiable (by simp)
  obtain ⟨hn, hg⟩ := integrable_densities hψ hc
  refine ⟨?_, ?_, ?_⟩
  · exact (integral_congr_ae (ae_of_all _ fun x => density_scaled hs ψ x)).trans
      (integral_dilated hs hn).2
  · have h := integral_dilated hs hg
    refine ⟨(h.1.const_mul (s ^ 2)).congr
      (ae_of_all _ fun x => (gradSq_scaled hs hdiff x).symm), ?_⟩
    calc gradIntegral (scaled s ψ) = ∫ x, s ^ 2 * (s ^ d * gradSq ψ (s • x)) :=
          integral_congr_ae (ae_of_all _ fun x => gradSq_scaled hs hdiff x)
      _ = s ^ 2 * gradIntegral ψ := by rw [integral_const_mul, h.2, gradIntegral]
  · have h : Integrable (fun x => s ^ d * (V (s • x) * ‖ψ (s • x)‖ ^ 2)) ∧
        ∫ x, s ^ d * (V (s • x) * ‖ψ (s • x)‖ ^ 2) = potential V ψ := integral_dilated hs hint
    -- homogeneity is needed only off the origin, which has measure zero
    have : Nontrivial (Space d) := ⟨EuclideanSpace.single 0 1, 0, fun h0 => by
      have h1 := congrArg (fun v : Space d => v.ofLp 0) h0
      simp at h1⟩
    have h0 : ∀ᵐ x : Space d, x ≠ 0 := compl_mem_ae_iff.mpr (measure_singleton 0)
    have e : (fun x => s * (s ^ d * (V (s • x) * ‖ψ (s • x)‖ ^ 2))) =ᵐ[volume]
        fun x => V x * ‖scaled s ψ x‖ ^ 2 := by
      filter_upwards [h0] with x hx
      rw [density_scaled hs, hV s hs x hx]
      field_simp
    refine ⟨(h.1.const_mul s).congr e, ?_⟩
    calc potential V (scaled s ψ) = ∫ x, s * (s ^ d * (V (s • x) * ‖ψ (s • x)‖ ^ 2)) :=
          (integral_congr_ae e).symm
      _ = s * potential V ψ := by rw [integral_const_mul, h.2]

/-- Virial theorem: under the hypotheses of coordinate scaling, if no scaled copy of `ψ` has
lower energy than `ψ`, then twice the kinetic energy plus the potential energy vanishes. -/
theorem virial [NeZero d] (hψ : ContDiff ℝ 1 ψ) (hc : HasCompactSupport ψ)
    (hV : HomogeneousNegOne V) (hint : Integrable (fun x => V x * ‖ψ x‖ ^ 2))
    (hmin : ∀ s : ℝ, 0 < s → energy V ψ ≤ energy V (scaled s ψ)) :
    2 * (gradIntegral ψ / 2) + potential V ψ = 0 := by
  have hd : HasDerivAt (fun s : ℝ => s * s * (gradIntegral ψ / 2) + s * potential V ψ)
      (2 * (gradIntegral ψ / 2) + potential V ψ) 1 :=
    ((((hasDerivAt_id' (1 : ℝ)).fun_mul (hasDerivAt_id' 1)).mul_const _).fun_add
      ((hasDerivAt_id' 1).mul_const _)).congr_deriv (by ring)
  -- the energy along the scaling path is stationary at s = 1
  refine IsLocalMin.hasDerivAt_eq_zero ?_ hd
  have hpos : ∀ᶠ s in 𝓝 (1 : ℝ), 0 < s := lt_mem_nhds one_pos
  filter_upwards [hpos] with s hs
  obtain ⟨-, ⟨-, hK⟩, ⟨-, hU⟩⟩ := coordinate_scaling hs hψ hc hV hint
  have h := hmin s hs
  rw [energy, energy, hK, hU] at h
  linarith

/-- Optimal scaling: under the hypotheses of coordinate scaling, let `K > 0` be the integral of
`|∇ψ|²` and `U < 0` the potential energy. The lowest energy among the scaled copies of `ψ` is
`-U²/(2K)`, reached at `s = -U/K`. -/
theorem optimal_scaling [NeZero d] (hψ : ContDiff ℝ 1 ψ) (hc : HasCompactSupport ψ)
    (hV : HomogeneousNegOne V) (hint : Integrable (fun x => V x * ‖ψ x‖ ^ 2))
    (hK : 0 < gradIntegral ψ) (hU : potential V ψ < 0) :
    energy V (scaled (-potential V ψ / gradIntegral ψ) ψ) =
      -potential V ψ ^ 2 / (2 * gradIntegral ψ) ∧
    ∀ s : ℝ, 0 < s → -potential V ψ ^ 2 / (2 * gradIntegral ψ) ≤ energy V (scaled s ψ) := by
  constructor
  · have hs : 0 < -potential V ψ / gradIntegral ψ := div_pos (neg_pos.mpr hU) hK
    obtain ⟨-, ⟨-, h1⟩, ⟨-, h2⟩⟩ := coordinate_scaling hs hψ hc hV hint
    rw [energy, h1, h2]
    field_simp
    ring
  · intro s hs
    obtain ⟨-, ⟨-, h1⟩, ⟨-, h2⟩⟩ := coordinate_scaling hs hψ hc hV hint
    rw [energy, h1, h2, div_le_iff₀ (by positivity)]
    -- complete the square
    nlinarith [sq_nonneg (s * gradIntegral ψ + potential V ψ)]

end

end CoordinateScaling
```

```lean
#print axioms CoordinateScaling.coordinate_scaling
#print axioms CoordinateScaling.virial
#print axioms CoordinateScaling.optimal_scaling
```

```
'CoordinateScaling.coordinate_scaling' depends on axioms: [propext, Classical.choice, Quot.sound]
'CoordinateScaling.virial' depends on axioms: [propext, Classical.choice, Quot.sound]
'CoordinateScaling.optimal_scaling' depends on axioms: [propext, Classical.choice, Quot.sound]
```

## From the pointwise identities to the energies

`density_scaled` and `gradSq_scaled` are the two pointwise formulas above. Both use $(s^{d/2})^2=s^d$, obtained by adding real exponents. In `gradSq_scaled`, `h1` differentiates the dilation $y\mapsto sy$, `h2` composes it with the derivative of $\psi$, and `key` reads off the factor $s^{d/2}s$ in every direction.

`integral_dilated` is the substitution $y=sx$. Mathlib's `Measure.integral_comp_smul` supplies the Jacobian $s^{-d}$, which cancels the prefactor $s^d$. The lemma needs an integrable function to start from, and `integrable_densities` provides this for $|\psi|^2$ and $|\nabla\psi|^2$: both are continuous with compact support.

`coordinate_scaling` joins these results in three parts, one for each integral. For the potential, the identity $V(x)=sV(sx)$ is available only for $x\neq0$. The proof therefore shows that the space has more than one point, which uses $d\ge1$, and concludes that the origin has measure zero. The two integrands then agree almost everywhere (`e`), which is enough for both integrability and the value of the integral.

In `virial`, `hd` computes the derivative of $s^2K/2+sU$ at $s=1$. The assumption `hmin`, rewritten with the scaling laws, makes $s=1$ a local minimum, and `IsLocalMin.hasDerivAt_eq_zero` sets the derivative to zero.

In `optimal_scaling`, the first part inserts $s=-U/K$ and simplifies. The second proves the lower bound for every $s>0$ by multiplying through by $2K$ and giving `nlinarith` the fact $(sK+U)^2\ge0$, which is the completed square.
